# Energy dissipation and the running phase in a biased Josephson junction

## Physical setting

In the model with supercurrent I_c sin φ, a Josephson junction biased above its critical current I_c has no static phase φ, because the sine cannot exceed 1. That observation leaves a gap: it does not exclude a phase that oscillates for ever in a bounded range, with zero mean voltage. An argument on the dynamics is needed to close it.

The junction, with critical current I_c, is shunted by a resistance R and a capacitance C, and a constant total current I is fed into this parallel circuit. With φ the superconducting phase difference, τ the time, ħ the reduced Planck constant and q the elementary charge, the voltage is V = (ħ/2q) dφ/dτ and

C dV/dτ + V/R + I_c sin φ = I.

Set ω² = 2qI_c/(ħC), t = ωτ, γ = 1/(ωRC) and i = I/I_c. With primes for d/dt,

φ'' + γφ' + sin φ = i.

Write v = φ', the dimensionless voltage, and a = φ''. In units of ħI_c/2q the energy is

E = v²/2 − cos φ − iφ,

the capacitor energy plus a tilted washboard potential. Within this classical, noise-free, single-junction model, the results below constrain every trajectory and so give inequalities that a numerical integration should respect up to its numerical error.

## Statement

Let γ > 0 and let φ be twice differentiable on ℝ and solve the equation at all t. Then E(t) is nonincreasing on ℝ for every bias i, and if i > 1 the values φ(t), t ≥ 0, have no upper bound. The supporting theorems add two-sided bounds on φ, the limit φ → +∞ for i > 1, and a bounded solution for |i| ≤ 1.

## Derivation

Differentiating E and using the equation,

E' = v(a + sin φ − i) = −γv².

So E is nonincreasing for γ ≥ 0. For γ ≠ 0, constant E forces v ≡ 0, and v ≡ 0 gives E' ≡ 0.

Next,

(v + γφ − (i − 1)t)' = a + γv − i + 1 = 1 − sin φ ≥ 0,

so for t ≥ 0

v + γφ ≥ v(0) + γφ(0) + (i − 1)t.

Put α = (i − 1)/γ, δ = (v(0) − α)/γ and g(t) = exp(γt)(φ − αt − φ(0) − δ). Since γα = i − 1 and γδ + α = v(0),

g' = exp(γt)(v + γφ − v(0) − γφ(0) − (i − 1)t) ≥ 0 for t ≥ 0.

Hence g(t) ≥ g(0) = −δ, and multiplying by exp(−γt),

φ(t) ≥ φ(0) + αt + δ(1 − exp(−γt)).

The function −φ solves the equation with bias −i. Applying the bound to it gives, with β = (i + 1)/γ,

φ(t) ≤ φ(0) + βt + (v(0) − β)(1 − exp(−γt))/γ.

Both bounds hold for any i. As 0 ≤ 1 − exp(−γt) ≤ 1, the δ term is at least −|δ|, so φ(t) ≥ αt + φ(0) − |δ|. For i > 1 the slope α is positive and φ → +∞. For |i| ≤ 1 the constant φ = arcsin i is a bounded solution, so at i = 1 unboundedness already fails for one trajectory.

## What the formal version assumes

`IsRCSJ γ i φ v a` says that `v` is the derivative of `φ`, `a` that of `v`, and that the equation holds, all at every real time; `energy i x p` is E at phase `x` and velocity `p`. The main theorem `rcsj_dissipation_and_running` uses `deriv φ` and `deriv (deriv φ)`. Its hypotheses `h1` and `h2` make these true derivatives, since `deriv` returns 0 where a function is not differentiable. `Antitone` means E(t) ≤ E(s) whenever s ≤ t, and `¬ BddAbove (φ '' Ici 0)` denies an upper bound to the image of [0, ∞).

The equation is the hypothesis `heq`, assumed and not derived: sinusoidal supercurrent, ohmic shunt, constant bias, no noise, no quantum fluctuations of φ. No theorem constructs a solution for i > 1, and none asserts that all solutions are bounded for |i| ≤ 1.

The phase could instead have been a point on the circle, defined modulo 2π. Boundedness would then be automatic and iφ multivalued for i ≠ 0, so E would not be a function of the state, and running would need another formulation, for instance through the integral of v or a signed count of turns. A real-valued φ keeps count of the turns.

In Lean 4 with Mathlib:

```lean
import Mathlib

open Real Filter Set

namespace JosephsonRCSJ

noncomputable section

/-- A trajectory of the resistively and capacitively shunted junction with damping `γ` and
bias `i`: phase `φ`, phase velocity `v = φ'`, acceleration `a = φ''`, with
`φ'' + γ φ' + sin φ = i` at all times. -/
structure IsRCSJ (γ i : ℝ) (φ v a : ℝ → ℝ) : Prop where
  phase : ∀ t, HasDerivAt φ (v t) t
  velocity : ∀ t, HasDerivAt v (a t) t
  eqn : ∀ t, a t + γ * v t + sin (φ t) = i

/-- Energy at phase `x` and phase velocity `p`: the term `p²/2` plus the tilted washboard
potential `-cos x - i x`. -/
def energy (i x p : ℝ) : ℝ := p ^ 2 / 2 - cos x - i * x

variable {γ i : ℝ} {φ v a : ℝ → ℝ}

/-- A quantity whose rate of change is nonnegative for `t ≥ 0` stays at or above its
initial value for `t ≥ 0`. -/
theorem initial_le_of_rate_nonneg {f f' : ℝ → ℝ} (hf : ∀ t, HasDerivAt f (f' t) t)
    (hpos : ∀ t, 0 ≤ t → 0 ≤ f' t) {t : ℝ} (ht : 0 ≤ t) : f 0 ≤ f t := by
  have hd : Differentiable ℝ f := fun s => (hf s).differentiableAt
  have hm : MonotoneOn f (Ici 0) := by
    refine monotoneOn_of_deriv_nonneg (convex_Ici 0) hd.continuous.continuousOn
      hd.differentiableOn ?_
    intro x hx
    rw [(hf x).deriv]
    exact hpos x (mem_Ici.mp (interior_subset hx))
  exact hm (mem_Ici.mpr le_rfl) (mem_Ici.mpr ht) ht

/-- Power balance: along a trajectory the energy changes at the rate `-γ φ'²`. -/
theorem energy_hasDerivAt (h : IsRCSJ γ i φ v a) (t : ℝ) :
    HasDerivAt (fun s => energy i (φ s) (v s)) (-γ * v t ^ 2) t := by
  have h1 : HasDerivAt (fun s => v s ^ 2) (2 * v t * a t) t :=
    ((h.velocity t).fun_pow 2).congr_deriv (by norm_num)
  have h2 := ((h1.div_const 2).fun_sub (h.phase t).cos).fun_sub ((h.phase t).const_mul i)
  unfold energy
  refine h2.congr_deriv ?_
  -- the equation of motion multiplied by the velocity
  linear_combination (v t) * h.eqn t

/-- For nonnegative damping the energy is nonincreasing in time. -/
theorem energy_antitone (h : IsRCSJ γ i φ v a) (hγ : 0 ≤ γ) :
    Antitone (fun t => energy i (φ t) (v t)) := by
  refine antitone_of_deriv_nonpos (fun t => (energy_hasDerivAt h t).differentiableAt) ?_
  intro t
  rw [(energy_hasDerivAt h t).deriv]
  have := mul_nonneg hγ (sq_nonneg (v t))
  linarith

/-- For nonzero damping the energy is constant in time exactly when the phase velocity
vanishes at all times. -/
theorem energy_const_iff (h : IsRCSJ γ i φ v a) (hγ : γ ≠ 0) :
    (∀ t, energy i (φ t) (v t) = energy i (φ 0) (v 0)) ↔ ∀ t, v t = 0 := by
  constructor
  · intro hE t
    have e : (fun s => energy i (φ s) (v s)) = fun _ => energy i (φ 0) (v 0) := funext hE
    have hc : HasDerivAt (fun s => energy i (φ s) (v s)) 0 t := by
      rw [e]
      exact hasDerivAt_const _ _
    have h0 : -γ * v t ^ 2 = 0 := (energy_hasDerivAt h t).unique hc
    rcases mul_eq_zero.mp h0 with h1 | h1
    · exact absurd (neg_eq_zero.mp h1) hγ
    · exact (pow_eq_zero_iff two_ne_zero).mp h1
  · intro hv t
    refine is_const_of_deriv_eq_zero (f := fun s => energy i (φ s) (v s))
      (fun s => (energy_hasDerivAt h s).differentiableAt) ?_ t 0
    intro s
    rw [(energy_hasDerivAt h s).deriv, hv s]
    ring

/-- For `t ≥ 0` the combination `φ' + γ φ` exceeds its initial value by at least
`(i - 1) t`. -/
theorem integrated_current_bound (h : IsRCSJ γ i φ v a) {t : ℝ} (ht : 0 ≤ t) :
    v 0 + γ * φ 0 + (i - 1) * t ≤ v t + γ * φ t := by
  have hw : ∀ s, HasDerivAt (fun s => v s + γ * φ s - (i - 1) * s) (1 - sin (φ s)) s := by
    intro s
    have h2 := ((h.velocity s).fun_add ((h.phase s).const_mul γ)).fun_sub
      ((hasDerivAt_id' s).const_mul (i - 1))
    refine h2.congr_deriv ?_
    linear_combination h.eqn s
  -- the supercurrent never exceeds the critical current: sin φ ≤ 1
  have key : v 0 + γ * φ 0 - (i - 1) * 0 ≤ v t + γ * φ t - (i - 1) * t :=
    initial_le_of_rate_nonneg hw (fun s _ => sub_nonneg.mpr (sin_le_one _)) ht
  linarith

/-- For positive damping and `t ≥ 0`, with `α = (i - 1)/γ`, the phase obeys
`φ(t) ≥ φ(0) + α t + (φ'(0) - α)(1 - exp(-γ t))/γ`. -/
theorem phase_lower_bound (h : IsRCSJ γ i φ v a) (hγ : 0 < γ) {t : ℝ} (ht : 0 ≤ t) :
    φ 0 + (i - 1) / γ * t + (v 0 - (i - 1) / γ) / γ * (1 - exp (-(γ * t))) ≤ φ t := by
  have hne : γ ≠ 0 := hγ.ne'
  have hα : γ * ((i - 1) / γ) = i - 1 := by field_simp
  generalize (i - 1) / γ = α at hα ⊢
  have hδ : γ * ((v 0 - α) / γ) = v 0 - α := by field_simp
  generalize (v 0 - α) / γ = δ at hδ ⊢
  -- integrating factor exp(γ s) applied to the phase minus the linear drift
  have hg : ∀ s, HasDerivAt (fun s => exp (γ * s) * (φ s - α * s - (φ 0 + δ)))
      (exp (γ * s) * (v s + γ * φ s - (v 0 + γ * φ 0 + (i - 1) * s))) s := by
    intro s
    have hexp : HasDerivAt (fun s => exp (γ * s)) (exp (γ * s) * γ) s :=
      (((hasDerivAt_id' s).const_mul γ).exp).congr_deriv (by ring)
    have hlin : HasDerivAt (fun s => φ s - α * s - (φ 0 + δ)) (v s - α) s :=
      (((h.phase s).fun_sub ((hasDerivAt_id' s).const_mul α)).sub_const _).congr_deriv
        (by ring)
    refine (hexp.fun_mul hlin).congr_deriv ?_
    linear_combination (-(exp (γ * s) * s)) * hα - exp (γ * s) * hδ
  have key : exp (γ * 0) * (φ 0 - α * 0 - (φ 0 + δ))
      ≤ exp (γ * t) * (φ t - α * t - (φ 0 + δ)) :=
    initial_le_of_rate_nonneg hg (fun s hs => mul_nonneg (exp_pos _).le
      (sub_nonneg.mpr (integrated_current_bound h hs))) ht
  have k2 : -δ ≤ exp (γ * t) * (φ t - α * t - (φ 0 + δ)) := by
    simp only [mul_zero, exp_zero, one_mul] at key
    linarith
  have hE : exp (-(γ * t)) * exp (γ * t) = 1 := by
    rw [← exp_add]
    simp
  have k3 := mul_le_mul_of_nonneg_left k2 (exp_pos (-(γ * t))).le
  rw [← mul_assoc, hE, one_mul] at k3
  linarith

/-- For positive damping and `t ≥ 0`, with `β = (i + 1)/γ`, the phase obeys
`φ(t) ≤ φ(0) + β t + (φ'(0) - β)(1 - exp(-γ t))/γ`. -/
theorem phase_upper_bound (h : IsRCSJ γ i φ v a) (hγ : 0 < γ) {t : ℝ} (ht : 0 ≤ t) :
    φ t ≤ φ 0 + (i + 1) / γ * t + (v 0 - (i + 1) / γ) / γ * (1 - exp (-(γ * t))) := by
  -- the reflected phase solves the equation with reversed bias
  have hneg : IsRCSJ γ (-i) (fun s => -φ s) (fun s => -v s) (fun s => -a s) :=
    ⟨fun s => (h.phase s).fun_neg, fun s => (h.velocity s).fun_neg, fun s => by
      simp only [sin_neg]
      linarith [h.eqn s]⟩
  have hl : -φ 0 + (-i - 1) / γ * t + (-v 0 - (-i - 1) / γ) / γ * (1 - exp (-(γ * t)))
      ≤ -φ t := phase_lower_bound hneg hγ ht
  have e : -φ 0 + (-i - 1) / γ * t + (-v 0 - (-i - 1) / γ) / γ * (1 - exp (-(γ * t)))
      = -(φ 0 + (i + 1) / γ * t + (v 0 - (i + 1) / γ) / γ * (1 - exp (-(γ * t)))) := by
    ring
  rw [e] at hl
  exact neg_le_neg_iff.mp hl

/-- For positive damping and bias `i > 1` the phase tends to `+∞` as `t → +∞`. -/
theorem phase_tendsto_atTop (h : IsRCSJ γ i φ v a) (hγ : 0 < γ) (hi : 1 < i) :
    Tendsto φ atTop atTop := by
  have hα : 0 < (i - 1) / γ := div_pos (by linarith) hγ
  have hb := fun t (ht : 0 ≤ t) => phase_lower_bound h hγ ht
  generalize (i - 1) / γ = α at hα hb
  generalize (v 0 - α) / γ = δ at hb
  have hlin : Tendsto (fun t : ℝ => α * t + (φ 0 - |δ|)) atTop atTop :=
    tendsto_atTop_add_const_right _ _ (Tendsto.const_mul_atTop hα tendsto_id)
  refine tendsto_atTop_mono' atTop ?_ hlin
  filter_upwards [eventually_ge_atTop (0 : ℝ)] with t ht
  -- the transient term is at least -|δ|
  have h0 : -(γ * t) ≤ 0 := neg_nonpos.mpr (mul_nonneg hγ.le ht)
  have h1 : exp (-(γ * t)) ≤ 1 := Real.exp_le_one_iff.mpr h0
  have h2 : 0 ≤ (δ + |δ|) * (1 - exp (-(γ * t))) :=
    mul_nonneg (by linarith [neg_abs_le δ]) (by linarith)
  have h3 : 0 ≤ |δ| * exp (-(γ * t)) := mul_nonneg (abs_nonneg δ) (exp_pos _).le
  have h4 := hb t ht
  nlinarith

/-- For `γ > 0` and twice differentiable `φ` with `φ'' + γ φ' + sin φ = i`, the energy
`φ'²/2 - cos φ - i φ` is nonincreasing, and for `i > 1` the phase is unbounded above on
`t ≥ 0`. -/
theorem rcsj_dissipation_and_running (hγ : 0 < γ) (h1 : Differentiable ℝ φ)
    (h2 : Differentiable ℝ (deriv φ))
    (heq : ∀ t, deriv (deriv φ) t + γ * deriv φ t + sin (φ t) = i) :
    Antitone (fun t => energy i (φ t) (deriv φ t)) ∧
      (1 < i → ¬ BddAbove (φ '' Ici 0)) := by
  have h : IsRCSJ γ i φ (deriv φ) (deriv (deriv φ)) :=
    ⟨fun t => (h1 t).hasDerivAt, fun t => (h2 t).hasDerivAt, heq⟩
  refine ⟨energy_antitone h hγ.le, ?_⟩
  rintro hi ⟨M, hM⟩
  obtain ⟨t, ht1, ht2⟩ := (((phase_tendsto_atTop h hγ hi).eventually_gt_atTop M).and
    (eventually_ge_atTop (0 : ℝ))).exists
  exact absurd (hM ⟨t, ht2, rfl⟩) (not_le.mpr ht1)

/-- For bias `|i| ≤ 1` and any damping the static phase `arcsin i` is a trajectory, and it
is bounded above on `t ≥ 0`. -/
theorem static_phase_witness (γ : ℝ) (hi : |i| ≤ 1) :
    IsRCSJ γ i (fun _ => arcsin i) (fun _ => 0) (fun _ => 0) ∧
      BddAbove ((fun _ : ℝ => arcsin i) '' Ici 0) := by
  obtain ⟨hl, hu⟩ := abs_le.mp hi
  refine ⟨⟨fun t => hasDerivAt_const _ _, fun t => hasDerivAt_const _ _, fun t => ?_⟩,
    ⟨arcsin i, ?_⟩⟩
  · simp [sin_arcsin hl hu]
  · rintro _ ⟨t, _, rfl⟩
    exact le_rfl

end

end JosephsonRCSJ
```

```lean
#print axioms JosephsonRCSJ.energy_const_iff
#print axioms JosephsonRCSJ.phase_upper_bound
#print axioms JosephsonRCSJ.rcsj_dissipation_and_running
```

```
'JosephsonRCSJ.energy_const_iff' depends on axioms: [propext, Classical.choice, Quot.sound]
'JosephsonRCSJ.phase_upper_bound' depends on axioms: [propext, Classical.choice, Quot.sound]
'JosephsonRCSJ.rcsj_dissipation_and_running' depends on axioms: [propext, Classical.choice, Quot.sound]
```

## Notes on the proof

`initial_le_of_rate_nonneg` is the step from a nonnegative rate on t ≥ 0 to f(0) ≤ f(t), and is used twice. In `energy_hasDerivAt` the chain rule gives va + v sin φ − iv, and `linear_combination (v t) * h.eqn t` is the equation multiplied by v. `energy_antitone` reads off the sign. `energy_const_iff` equates −γv² with 0 by uniqueness of the derivative, and conversely uses that a vanishing derivative means a constant.

`integrated_current_bound` differentiates v + γφ − (i − 1)t in `hw` and applies `sin_le_one`. In `phase_lower_bound`, `hα` and `hδ` are γα = i − 1 and γδ = v(0) − α, `hg` is the formula for g', `k2` is g(t) ≥ −δ, and `k3` multiplies by exp(−γt). `phase_upper_bound` builds the reflected trajectory `hneg` from `sin_neg`.

`phase_tendsto_atTop` compares φ with the line in `hlin`; `h2` and `h3` are the two nonnegative terms in

δ(1 − exp(−γt)) + |δ| = (δ + |δ|)(1 − exp(−γt)) + |δ| exp(−γt).

The main theorem takes `v` and `a` to be the two derivatives and, given a supposed bound `M`, picks t ≥ 0 with φ(t) > M. `static_phase_witness` rests on `sin_arcsin` and holds for any γ.
